# Bond phases never lower the determinant of a lattice field matrix with positive mass terms and non-negative hopping below its zero-field value

Let $t_{xy}\ge 0$ be symmetric hopping amplitudes on a finite set of sites, $\theta_{xy}=-\theta_{yx}$ real bond phases, and $D_x$ real site terms with $D_x>\sum_y t_{xy}$. Then the matrix

$$K_\theta(x,y)=D_x\delta_{xy}-t_{xy}e^{i\theta_{xy}}$$

has a real determinant, and

$$\det K_\theta\;\ge\;\det(D-t)\;>\;0 .$$

The phases represent a magnetic field through the Peierls substitution. The condition on $D_x$ says that every site has a positive mass term $m_x=D_x-\sum_y t_{xy}$, since for a complex lattice field $\varphi$

$$\varphi^\dagger K_\theta\varphi=\sum_x m_x|\varphi_x|^2+\tfrac12\sum_{x,y}t_{xy}\,|\varphi_x-e^{i\theta_{xy}}\varphi_y|^2 .$$

Give this classical field the weight $e^{-\varphi^\dagger K_\theta\varphi}$, and let $Z(\theta)$ be the integral of the weight over the real and imaginary parts of all $\varphi_x$. With $n$ sites, the standard Gaussian formula $Z(\theta)=\pi^n/\det K_\theta$ turns the inequality into $Z(\theta)\le Z(0)$: the phases never lower the free energy $-\ln Z$ (in units of the temperature) below its zero-field value, which is a diamagnetic inequality. The formal development below treats the determinant and leaves the integral aside.

## Eliminating one site at a time

Compare a Hermitian matrix $A$ with a real matrix $B$, both indexed by sites $0,\dots,n-1$, under three conditions:

$$B_{ii}\le A_{ii},\qquad |A_{ij}|\le -B_{ij}\ (i\ne j),\qquad r_i:=\sum_j B_{ij}>0 .$$

The off-diagonal entries of $B$ are therefore non-positive, and $B_{00}=r_0-\sum_{j\ge1}B_{0j}>0$. Hence $A_{00}\ge B_{00}>0$.

Subtract $A_{i0}/A_{00}$ times row $0$ from each row $i\ge1$. The determinant is unchanged and the first column becomes $(A_{00},0,\dots,0)$, so

$$\det A=A_{00}\det A',\qquad A'_{ij}=A_{ij}-\frac{A_{i0}A_{0j}}{A_{00}}\quad(i,j\ge1).$$

The same holds for $B$, with $B'$ defined in the same way. The correction term is a hop through the eliminated site, and it obeys

$$\left|\frac{A_{i0}A_{0j}}{A_{00}}\right|\le\frac{(-B_{i0})(-B_{0j})}{B_{00}}=\frac{B_{i0}B_{0j}}{B_{00}} .$$

The pair $A',B'$ satisfies the same conditions:

- Hermiticity: $\overline{A'_{ij}}=A_{ji}-A_{0i}A_{j0}/A_{00}=A'_{ji}$.
- Diagonal: $A'_{ii}\ge B_{ii}-B_{i0}B_{0i}/B_{00}=B'_{ii}$.
- Off-diagonal: $|A'_{ij}|\le -B_{ij}+B_{i0}B_{0j}/B_{00}=-B'_{ij}$.
- Row sums:

$$\sum_{j\ge1}B'_{ij}=(r_i-B_{i0})-\frac{B_{i0}}{B_{00}}(r_0-B_{00})=r_i-\frac{B_{i0}}{B_{00}}r_0\ge r_i>0 ,$$

because $B_{i0}\le0$.

Now use induction on the number of sites. With no sites both determinants are $1$. Otherwise $\det A'$ is real with $\det A'\ge\det B'>0$, and multiplying by the pivots gives

$$\det A=A_{00}\det A'\ge B_{00}\det B'=\det B>0 .$$

Finally take $A=K_\theta$ and $B=D-t$. Antisymmetry of $\theta$ and symmetry of $t$ make $K_\theta$ Hermitian. Since $\theta_{xx}=0$, the diagonals agree. Off the diagonal $|K_\theta(x,y)|=t_{xy}=-B_{xy}$, and the row sums of $B$ are $m_x>0$. Nothing here requires $t_{xx}=0$.

## The field matrix and the comparison in Lean

```lean
import Mathlib

open ComplexConjugate

namespace DeterminantDiamagnetism

noncomputable section
```

Sites are elements of `Fin n`, numbered from $0$. The site terms `D` are a real function, while `t` and `θ` are real matrices. The definition carries no conditions on them; these enter as hypotheses of the theorems.

```lean
/-- The lattice field matrix with site terms `D`, hopping `t` and bond phases `θ`: its `x y` entry
is `-t x y * exp(i θ x y)`, plus `D x` when `x = y`. -/
def fieldMatrix {n : ℕ} (D : Fin n → ℝ) (t θ : Matrix (Fin n) (Fin n) ℝ) :
    Matrix (Fin n) (Fin n) ℂ :=
  Matrix.of fun x y =>
    ((Matrix.diagonal D x y : ℝ) : ℂ) - (t x y : ℂ) * Complex.exp (θ x y * Complex.I)
```

The reduced matrix is defined over any field, so that one definition serves both the complex $A$ and the real $B$. Its indices start again at $0$: entry `i j` of `eliminate A` is $A'_{i+1,j+1}$ in the notation above, which is why `i.succ` and `j.succ` appear.

```lean
/-- The effective matrix on the remaining sites after site `0` is eliminated. -/
def eliminate {F : Type*} [Field F] {n : ℕ} (A : Matrix (Fin (n + 1)) (Fin (n + 1)) F) :
    Matrix (Fin n) (Fin n) F :=
  Matrix.of fun i j => A i.succ j.succ - A i.succ 0 * A 0 j.succ / A 0 0
```

The comparison relation is a structure with four fields: Hermiticity and the three conditions above. The field `diag` uses the real part of $A_{ii}$, which is all of $A_{ii}$ by `herm`.

```lean
/-- A Hermitian matrix `A` compared with a real matrix `B` of positive row sums: the real parts of
the diagonal entries of `A` are at least the diagonal entries of `B`, and the off-diagonal moduli of
`A` are at most the corresponding entries of `-B`. -/
structure Dominated {n : ℕ} (A : Matrix (Fin n) (Fin n) ℂ) (B : Matrix (Fin n) (Fin n) ℝ) :
    Prop where
  herm : ∀ i j, conj (A i j) = A j i
  diag : ∀ i, B i i ≤ (A i i).re
  off : ∀ i j, i ≠ j → ‖A i j‖ ≤ -B i j
  row : ∀ i, 0 < ∑ j, B i j
```

## Elimination preserves the comparison

The factorisation requires a non-zero pivot $A_{00}$, which is the hypothesis `h`. The matrix `C` is $A$ after the row subtraction. A Mathlib lemma on row operations gives `C.det = A.det`, and expansion along the first column leaves a single term, the pivot times the determinant of `eliminate A`.

```lean
/-- Eliminating a site factors the determinant into the pivot and the effective determinant. -/
theorem det_eliminate {F : Type*} [Field F] {n : ℕ}
    (A : Matrix (Fin (n + 1)) (Fin (n + 1)) F) (h : A 0 0 ≠ 0) :
    A.det = A 0 0 * (eliminate A).det := by
  -- subtract multiples of row 0 to clear the first column
  let C : Matrix (Fin (n + 1)) (Fin (n + 1)) F :=
    Matrix.of fun i j => A i j - (if i = 0 then 0 else A i 0 / A 0 0) * A 0 j
  have hC : C.det = A.det :=
    Matrix.det_eq_of_forall_row_eq_smul_add_const
      (fun i => -(if i = 0 then 0 else A i 0 / A 0 0)) 0 (by simp)
      (by intro i j; simp only [C, Matrix.of_apply]; ring)
  have h0 : C 0 0 = A 0 0 := by simp [C]
  have h1 : ∀ i : Fin n, C i.succ 0 = 0 := fun i => by simp [C, Fin.succ_ne_zero, h]
  have hs : C.submatrix (Fin.succAbove 0) Fin.succ = eliminate A := by
    ext i j
    simp only [Matrix.submatrix_apply, Fin.succAbove_zero, C, eliminate, Matrix.of_apply,
      Fin.succ_ne_zero, ↓reduceIte]
    ring
  rw [← hC, Matrix.det_succ_column_zero, Fin.sum_univ_succ,
    Finset.sum_eq_zero (fun i _ => by rw [h1 i]; ring), h0, hs]
  simp
```

The next lemma splits the sum of row $0$ into its diagonal entry and the rest. The rest is non-positive, so the pivot of $B$ is positive. It also provides the real number `a` equal to $A_{00}$.

```lean
/-- The pivot of the comparison matrix is positive, and that of `A` is real and at least as large. -/
theorem dominated_pivot {n : ℕ} {A : Matrix (Fin (n + 1)) (Fin (n + 1)) ℂ}
    {B : Matrix (Fin (n + 1)) (Fin (n + 1)) ℝ} (h : Dominated A B) :
    0 < B 0 0 ∧ ∃ a : ℝ, A 0 0 = (a : ℂ) ∧ B 0 0 ≤ a := by
  refine ⟨?_, (A 0 0).re, (Complex.conj_eq_iff_re.mp (h.herm 0 0)).symm, h.diag 0⟩
  have h1 := h.row 0
  rw [Fin.sum_univ_succ] at h1
  have h2 : ∑ j : Fin n, B 0 j.succ ≤ 0 := Finset.sum_nonpos fun j _ => by
    have := h.off 0 j.succ (Fin.succ_ne_zero j).symm
    linarith [norm_nonneg (A 0 j.succ)]
  linarith
```

In the following proof, `key` is the bound on the hop through the eliminated site. The four bullets then establish the four fields in order. The off-diagonal case uses the triangle inequality `norm_sub_le`, and the last case is the row-sum calculation, closed by `nlinarith` from the non-negative product $-(B_{i0}/B_{00})\,r_0$.

```lean
/-- The comparison between `A` and `B` survives the elimination of a site. -/
theorem dominated_eliminate {n : ℕ} {A : Matrix (Fin (n + 1)) (Fin (n + 1)) ℂ}
    {B : Matrix (Fin (n + 1)) (Fin (n + 1)) ℝ} (h : Dominated A B) :
    Dominated (eliminate A) (eliminate B) := by
  have hb := (dominated_pivot h).1
  -- the second-order hop through the eliminated site is bounded by its real counterpart
  have key : ∀ i j : Fin n, ‖A i.succ 0 * A 0 j.succ / A 0 0‖
      ≤ B i.succ 0 * B 0 j.succ / B 0 0 := by
    intro i j
    have h1 := h.off i.succ 0 (Fin.succ_ne_zero i)
    have h2 := h.off 0 j.succ (Fin.succ_ne_zero j).symm
    have h3 : B 0 0 ≤ ‖A 0 0‖ := (h.diag 0).trans (Complex.re_le_norm _)
    have e : B i.succ 0 * B 0 j.succ / B 0 0 = (-B i.succ 0) * (-B 0 j.succ) / B 0 0 := by ring
    have p1 := (norm_nonneg _).trans h1
    have p2 := (norm_nonneg _).trans h2
    rw [e, norm_div, norm_mul]
    exact div_le_div₀ (mul_nonneg p1 p2) (mul_le_mul h1 h2 (norm_nonneg _) p1) hb h3
  refine ⟨fun i j => ?_, fun i => ?_, fun i j hij => ?_, fun i => ?_⟩
  · simp only [eliminate, Matrix.of_apply, map_sub, map_mul, map_div₀, h.herm]
    ring
  · simp only [eliminate, Matrix.of_apply, Complex.sub_re]
    linarith [key i i, h.diag i.succ, Complex.re_le_norm (A i.succ 0 * A 0 i.succ / A 0 0)]
  · simp only [eliminate, Matrix.of_apply]
    have h1 := h.off i.succ j.succ (fun e => hij (Fin.succ_injective _ e))
    linarith [key i j, norm_sub_le (A i.succ j.succ) (A i.succ 0 * A 0 j.succ / A 0 0)]
  · -- row sums stay positive
    have r0 := h.row 0
    have ri := h.row i.succ
    rw [Fin.sum_univ_succ] at r0 ri
    have e : ∑ j, eliminate B i j
        = ∑ j : Fin n, B i.succ j.succ - B i.succ 0 / B 0 0 * ∑ j : Fin n, B 0 j.succ := by
      rw [Finset.mul_sum, ← Finset.sum_sub_distrib]
      refine Finset.sum_congr rfl fun j _ => ?_
      simp only [eliminate, Matrix.of_apply]
      ring
    have hB : B i.succ 0 ≤ 0 := by
      linarith [h.off i.succ 0 (Fin.succ_ne_zero i), norm_nonneg (A i.succ 0)]
    have hq : B i.succ 0 / B 0 0 ≤ 0 := div_nonpos_of_nonpos_of_nonneg hB hb.le
    have hqb : B i.succ 0 / B 0 0 * B 0 0 = B i.succ 0 := div_mul_cancel₀ _ hb.ne'
    rw [e]
    nlinarith [mul_nonneg (neg_nonneg.mpr hq) r0.le]
```

## From the comparison to the determinant inequality

The induction follows the hand argument. Both determinants are factored by `det_eliminate`. Because the pivot `a` is real, it multiplies the real and imaginary parts of the reduced determinant separately, and `mul_le_mul` combines the two inequalities.

```lean
/-- Determinant comparison: `det A` is real and at least `det B`, which is positive. -/
theorem det_comparison {n : ℕ} {A : Matrix (Fin n) (Fin n) ℂ} {B : Matrix (Fin n) (Fin n) ℝ}
    (h : Dominated A B) : A.det.im = 0 ∧ 0 < B.det ∧ B.det ≤ A.det.re := by
  induction n with
  | zero => simp
  | succ n ih =>
    obtain ⟨hb, a, ha, hab⟩ := dominated_pivot h
    obtain ⟨h1, h2, h3⟩ := ih (dominated_eliminate h)
    have ha0 : A 0 0 ≠ 0 := by
      rw [ha]; exact Complex.ofReal_ne_zero.mpr (hb.trans_le hab).ne'
    rw [det_eliminate A ha0, det_eliminate B hb.ne', ha, Complex.im_ofReal_mul,
      Complex.re_ofReal_mul, h1]
    exact ⟨mul_zero a, mul_pos hb h2, mul_le_mul hab h3 h2.le (hb.trans_le hab).le⟩
```

It remains to check that the lattice matrix fits the relation when the hopping is non-negative and symmetric, the phases are antisymmetric and every site has a positive mass term. The bullets verify Hermiticity, the diagonal, the off-diagonal moduli (through $|e^{i\theta}|=1$) and the row sums.

```lean
/-- The field matrix with bond phases is compared with the real matrix `D - t`. -/
theorem fieldMatrix_dominated {n : ℕ} {D : Fin n → ℝ} {t θ : Matrix (Fin n) (Fin n) ℝ}
    (ht : ∀ x y, 0 ≤ t x y) (hsym : ∀ x y, t x y = t y x) (hθ : ∀ x y, θ x y = -θ y x)
    (hD : ∀ x, ∑ y, t x y < D x) :
    Dominated (fieldMatrix D t θ) (Matrix.diagonal D - t) := by
  refine ⟨fun x y => ?_, fun x => ?_, fun x y hxy => ?_, fun x => ?_⟩
  · have hd : Matrix.diagonal D x y = Matrix.diagonal D y x := by
      rcases eq_or_ne x y with rfl | hne
      · rfl
      · rw [Matrix.diagonal_apply_ne _ hne, Matrix.diagonal_apply_ne _ hne.symm]
    simp only [fieldMatrix, Matrix.of_apply, map_sub, map_mul, Complex.conj_ofReal,
      ← Complex.exp_conj, Complex.conj_I]
    rw [hd, hsym x y, hθ x y, Complex.ofReal_neg, neg_mul_neg]
  · have h0 : θ x x = 0 := by linarith [hθ x x]
    simp [fieldMatrix, h0]
  · have e : fieldMatrix D t θ x y = -((t x y : ℂ) * Complex.exp (θ x y * Complex.I)) := by
      simp [fieldMatrix, Matrix.diagonal_apply_ne _ hxy]
    rw [e, norm_neg, norm_mul, Complex.norm_exp_ofReal_mul_I, mul_one,
      Complex.norm_real, Real.norm_of_nonneg (ht x y), Matrix.sub_apply,
      Matrix.diagonal_apply_ne _ hxy]
    linarith
  · have e : ∑ y, (Matrix.diagonal D - t) x y = D x - ∑ y, t x y := by
      simp [Matrix.sub_apply, Finset.sum_sub_distrib, Matrix.diagonal_apply]
    rw [e]
    exact sub_pos.mpr (hD x)
```

The final theorem takes the four assumptions `ht`, `hsym`, `hθ` and `hD`: non-negative hopping, symmetric hopping, antisymmetric phases and positive mass at every site. Its conclusion has three parts: the imaginary part of $\det K_\theta$ vanishes, $\det(D-t)$ is positive, and $\det(D-t)$ is at most the real part of $\det K_\theta$. The lattice may have any finite size and any geometry, since absent bonds are simply zeros of `t`. The comparison is always with zero field; the theorem does not say that the determinant grows steadily as the field is increased.

```lean
/-- Determinant diamagnetism: with bond phases the determinant is real and at least its
zero-field value `det (D - t)`, which is positive. -/
theorem determinant_diamagnetism {n : ℕ} {D : Fin n → ℝ} {t θ : Matrix (Fin n) (Fin n) ℝ}
    (ht : ∀ x y, 0 ≤ t x y) (hsym : ∀ x y, t x y = t y x) (hθ : ∀ x y, θ x y = -θ y x)
    (hD : ∀ x, ∑ y, t x y < D x) :
    (fieldMatrix D t θ).det.im = 0 ∧ 0 < (Matrix.diagonal D - t).det ∧
      (Matrix.diagonal D - t).det ≤ (fieldMatrix D t θ).det.re :=
  det_comparison (fieldMatrix_dominated ht hsym hθ hD)

end

end DeterminantDiamagnetism
```

```lean
#print axioms DeterminantDiamagnetism.determinant_diamagnetism
```

```
'DeterminantDiamagnetism.determinant_diamagnetism' depends on axioms: [propext, Classical.choice, Quot.sound]
```
